# Covariance of the dynamical matrix and polarisation normal to a mirror plane

Let $X$ be a finite set of vectors in $\mathbb R^d$, and let each $x\in X$ carry a real $d\times d$ force-constant block $\Phi(x)$ with the masses absorbed. The dynamical matrix at wave vector $q$ is

$$D(q)=\sum_{x\in X}e^{iq\cdot x}\,\Phi(x).$$

The dynamical matrix of a harmonic crystal with one atom per primitive cell and forces of finite range has this form, with lattice vectors in $X$. The dot is $a\cdot b=\sum_i a_ib_i$, without conjugation, also for complex vectors. A matrix $S$ is a symmetry if it maps $X$ into itself and $\Phi(Sx)=S\,\Phi(x)\,S^T$ on $X$. This condition is assumed; for orthogonal $S$ it expresses the invariance of the harmonic energy under a point operation.

## From permuted neighbours to decoupled polarisations

Let $S$ be an orthogonal symmetry, $S^TS=1$. It is injective, so it permutes the finite set $X$, and $Sq\cdot Sx=q^TS^TSx=q\cdot x$. Replacing the summation variable by $Sx$ gives

$$D(Sq)=\sum_{x\in X}e^{iSq\cdot Sx}\,\Phi(Sx)=S\,D(q)\,S^T.$$

If $D(q)e=we$, then $D(Sq)Se=SD(q)S^TSe=w\,Se$. For a vibrational mode, $w$ is the squared frequency.

Now let $n$ be a real unit vector and suppose that the reflection $M=1-2nn^T$ is a symmetry. It is orthogonal, because $M^TM=1-4nn^T+4n(n\cdot n)n^T=1$. If $q\cdot n=0$, then $Mq=q$, so $D(q)=MD(q)M^T$. Multiplying by $M$ on the right gives $D(q)M=MD(q)$.

Apply this to $n$, using $Mn=-n$:

$$-D(q)n=D(q)n-2\,(n\cdot D(q)n)\,n,\qquad D(q)n=(n\cdot D(q)n)\,n.$$

For a complex $v$ with $n\cdot v=0$ we have $Mv=v$, hence $D(q)v=D(q)v-2(n\cdot D(q)v)n$. Taking the dot product with $n$ gives $n\cdot D(q)v=0$. In this one-atom, finite-range model, the phonon eigenproblem at such $q$ therefore splits into a normal part and an in-plane part.

## Four diagonal neighbours in numbers

Take the origin and the four points $(\pm1,\pm1)$, with $\Phi(0)=4\cdot 1$ and $\Phi(x)=-xx^T$ otherwise. Summing the phases gives

$$D(q)=\begin{pmatrix}4-4\cos q_1\cos q_2&4\sin q_1\sin q_2\\4\sin q_1\sin q_2&4-4\cos q_1\cos q_2\end{pmatrix}.$$

Let $n=(1,0)$. At $q=(0,\pi/3)$, in the mirror plane, $D(q)n=2n$. At $q=(\pi/2,\pi/2)$, off the plane, $D(q)n=(4,4)$, which is not a multiple of $n$. Reflecting this $q$ to $(-\pi/2,\pi/2)$ reverses the off-diagonal entries, as covariance requires.

## The dynamical matrix and its symmetries in Lean

The finite type `ι` indexes the Cartesian components, so the dimension is arbitrary.

```lean
import Mathlib

open Matrix

namespace LatticeModeSymmetry

noncomputable section

variable {ι : Type*} [Fintype ι] [DecidableEq ι]
```

Force constants and wave vectors are real, while polarisations are complex. Two maps make the passage explicit.

```lean
/-- A real vector regarded as a complex polarisation vector. -/
def cvec (v : ι → ℝ) : ι → ℂ := fun i => (v i : ℂ)

/-- A real matrix regarded as a complex matrix. -/
def cmat (A : Matrix ι ι ℝ) : Matrix ι ι ℂ := A.map Complex.ofRealHom
```

The sum defining $D(q)$ is then written directly. Nothing requires $\Phi(-x)=\Phi(x)^T$, so $D(q)$ need not be Hermitian and $w$ may be complex.

```lean
/-- The dynamical matrix at wave vector `q`: the sum of the force-constant blocks `Φ x`
with Bloch phases `exp (i q·x)`, masses being absorbed in the blocks. -/
def dynMatrix (X : Finset (ι → ℝ)) (Φ : (ι → ℝ) → Matrix ι ι ℝ) (q : ι → ℝ) :
    Matrix ι ι ℂ :=
  ∑ x ∈ X, Complex.exp (Complex.I * ((q ⬝ᵥ x : ℝ) : ℂ)) • cmat (Φ x)
```

`IsSymmetry` contains the two conditions on $S$; orthogonality is a separate hypothesis.

```lean
/-- The matrix `S` maps the set of lattice vectors into itself and transforms the
force-constant blocks as `Φ (S x) = S Φ(x) Sᵀ`. -/
structure IsSymmetry (X : Finset (ι → ℝ)) (Φ : (ι → ℝ) → Matrix ι ι ℝ)
    (S : Matrix ι ι ℝ) : Prop where
  maps : ∀ x ∈ X, S *ᵥ x ∈ X
  covariant : ∀ x ∈ X, Φ (S *ᵥ x) = S * Φ x * Sᵀ
```

The matrix $M$ is defined over any commutative ring, so one definition serves real wave vectors and complex polarisations.

```lean
/-- The matrix `1 - 2 n nᵀ`, which for a unit vector `n` is the reflection with normal `n`. -/
def mirror {R : Type*} [CommRing R] (n : ι → R) : Matrix ι ι R :=
  1 - (2 : R) • vecMulVec n n
```

The next lemma is the formula $Mv=v-2(n\cdot v)n$.

```lean
/-- The mirror matrix sends `v` to `v - 2 (n·v) n`, whether or not `n` is a unit vector. -/
theorem mirror_mulVec {R : Type*} [CommRing R] (n v : ι → R) :
    mirror n *ᵥ v = v - (2 * (n ⬝ᵥ v)) • n := by
  ext i
  have h : (vecMulVec n n *ᵥ v) i = n i * (n ⬝ᵥ v) := by
    simp only [Matrix.mulVec, dotProduct, Matrix.vecMulVec_apply, Finset.mul_sum, mul_assoc]
  rw [mirror, Matrix.sub_mulVec, Matrix.one_mulVec, Matrix.smul_mulVec]
  simp only [Pi.sub_apply, Pi.smul_apply, smul_eq_mul, h]
  ring
```

Orthogonality follows from $(nn^T)^2=nn^T$, which is `hv` in the proof.

```lean
/-- The mirror matrix of a unit vector is orthogonal. -/
theorem mirror_orthogonal (n : ι → ℝ) (hn : n ⬝ᵥ n = 1) :
    (mirror n)ᵀ * mirror n = 1 := by
  have ht : (vecMulVec n n)ᵀ = vecMulVec n n := by
    ext i j
    simp only [Matrix.transpose_apply, Matrix.vecMulVec_apply, mul_comm]
  -- the projector onto the normal is idempotent
  have hv : vecMulVec n n * vecMulVec n n = vecMulVec n n := by
    ext i j
    simp only [Matrix.mul_apply, Matrix.vecMulVec_apply]
    calc ∑ k, n i * n k * (n k * n j) = n i * (n ⬝ᵥ n) * n j := by
          simp only [dotProduct, Finset.mul_sum, Finset.sum_mul]
          exact Finset.sum_congr rfl fun k _ => by ring
      _ = n i * n j := by rw [hn, mul_one]
  rw [mirror, Matrix.transpose_sub, Matrix.transpose_one, Matrix.transpose_smul, ht]
  simp only [sub_mul, mul_sub, one_mul, mul_one, Matrix.smul_mul, Matrix.mul_smul, hv]
  module
```

It survives the passage to complex entries.

```lean
/-- An orthogonal real matrix stays orthogonal when regarded as a complex matrix. -/
theorem cmat_orthogonal {S : Matrix ι ι ℝ} (hS : Sᵀ * S = 1) :
    (cmat S)ᵀ * cmat S = 1 := by
  calc (cmat S)ᵀ * cmat S = cmat (Sᵀ * S) := by
        simp only [cmat, Matrix.map_mul, Matrix.transpose_map]
    _ = 1 := by rw [hS]; simp [cmat]
```

## Covariance and the transport of modes

In the proof of $D(Sq)=SD(q)S^T$, `hdot` is the invariance of the phase, `hinj` the injectivity of $S$, and `himg` the statement that $S$ permutes $X$. The `calc` chain changes the summation variable and takes $S$ and $S^T$ out of the sum.

```lean
/-- Under an orthogonal symmetry `S` of the force constants, the dynamical matrix obeys
`D(S q) = S D(q) Sᵀ`. -/
theorem dynMatrix_covariant {X : Finset (ι → ℝ)} {Φ : (ι → ℝ) → Matrix ι ι ℝ}
    {S : Matrix ι ι ℝ} (hS : Sᵀ * S = 1) (h : IsSymmetry X Φ S) (q : ι → ℝ) :
    dynMatrix X Φ (S *ᵥ q) = cmat S * dynMatrix X Φ q * (cmat S)ᵀ := by
  classical
  have hdot : ∀ x, (S *ᵥ q) ⬝ᵥ (S *ᵥ x) = q ⬝ᵥ x := fun x => by
    rw [Matrix.dotProduct_mulVec, ← Matrix.mulVec_transpose, Matrix.mulVec_mulVec, hS,
      Matrix.one_mulVec]
  have hinj : Function.Injective (fun x : ι → ℝ => S *ᵥ x) := fun x y hxy => by
    have h1 := congrArg (fun v => Sᵀ *ᵥ v) hxy
    simpa [Matrix.mulVec_mulVec, hS] using h1
  -- an injective map of a finite set into itself is a permutation
  have himg : X.image (fun x => S *ᵥ x) = X :=
    Finset.eq_of_subset_of_card_le (Finset.image_subset_iff.mpr h.maps)
      (Finset.card_image_of_injective X hinj).ge
  calc dynMatrix X Φ (S *ᵥ q)
      = ∑ x ∈ X.image (fun x => S *ᵥ x),
          Complex.exp (Complex.I * (((S *ᵥ q) ⬝ᵥ x : ℝ) : ℂ)) • cmat (Φ x) := by
        rw [himg]; rfl
    _ = ∑ x ∈ X, Complex.exp (Complex.I * ((q ⬝ᵥ x : ℝ) : ℂ)) •
          (cmat S * cmat (Φ x) * (cmat S)ᵀ) := by
        rw [Finset.sum_image hinj.injOn]
        refine Finset.sum_congr rfl fun x hx => ?_
        rw [hdot, h.covariant x hx]
        simp only [cmat, Matrix.map_mul, Matrix.transpose_map]
    _ = cmat S * dynMatrix X Φ q * (cmat S)ᵀ := by
        simp only [dynMatrix, Finset.mul_sum, Finset.sum_mul, Matrix.mul_smul,
          Matrix.smul_mul]
```

Covariance and $S^TS=1$ carry the eigenvalue equation from $q$ to $Sq$. The statement also admits $e=0$; a mode is a nonzero solution, and an invertible $S$ keeps it nonzero.

```lean
/-- If `e` solves the eigenvalue equation of the dynamical matrix at `q`, then `S e` solves
it at `S q` with the same eigenvalue. -/
theorem mode_transport {X : Finset (ι → ℝ)} {Φ : (ι → ℝ) → Matrix ι ι ℝ}
    {S : Matrix ι ι ℝ} (hS : Sᵀ * S = 1) (h : IsSymmetry X Φ S) {q : ι → ℝ}
    {e : ι → ℂ} {w : ℂ} (he : dynMatrix X Φ q *ᵥ e = w • e) :
    dynMatrix X Φ (S *ᵥ q) *ᵥ (cmat S *ᵥ e) = w • (cmat S *ᵥ e) := by
  rw [dynMatrix_covariant hS h, Matrix.mulVec_mulVec, mul_assoc, cmat_orthogonal hS,
    mul_one, ← Matrix.mulVec_mulVec, he, Matrix.mulVec_smul]
```

## Wave vectors in the mirror plane

Here `hSq` is $Mq=q$, and the final calculation is the multiplication by $M$ on the right.

```lean
/-- If the mirror with unit normal `n` is a symmetry of the force constants, then for a wave vector
in the mirror plane the dynamical matrix commutes with the mirror. -/
theorem dynMatrix_comm_mirror {X : Finset (ι → ℝ)} {Φ : (ι → ℝ) → Matrix ι ι ℝ}
    {n q : ι → ℝ} (hn : n ⬝ᵥ n = 1) (h : IsSymmetry X Φ (mirror n)) (hq : q ⬝ᵥ n = 0) :
    dynMatrix X Φ q * mirror (cvec n) = mirror (cvec n) * dynMatrix X Φ q := by
  have hc : cmat (mirror n) = mirror (cvec n) := by
    ext i j
    by_cases hij : i = j <;>
      simp [cmat, mirror, cvec, Matrix.vecMulVec_apply, hij]
  have hSq : mirror n *ᵥ q = q := by
    rw [mirror_mulVec, dotProduct_comm, hq]
    simp
  have ho := cmat_orthogonal (mirror_orthogonal n hn)
  have h1 := dynMatrix_covariant (mirror_orthogonal n hn) h q
  rw [hSq] at h1
  rw [← hc]
  calc dynMatrix X Φ q * cmat (mirror n)
      = (cmat (mirror n) * dynMatrix X Φ q * (cmat (mirror n))ᵀ) * cmat (mirror n) := by
        rw [← h1]
    _ = cmat (mirror n) * dynMatrix X Φ q := by rw [mul_assoc, ho, mul_one]
```

Applying the commutation relation to $n$ produces `h2`, the equation displayed earlier; `linear_combination` solves it for $D(q)n$.

```lean
/-- If the mirror with unit normal `n` is a symmetry of the force constants, then for a wave vector
in the mirror plane the dynamical matrix sends `n` to the multiple `n·D(q)n` of itself. -/
theorem normal_polarisation {X : Finset (ι → ℝ)} {Φ : (ι → ℝ) → Matrix ι ι ℝ}
    {n q : ι → ℝ} (hn : n ⬝ᵥ n = 1) (h : IsSymmetry X Φ (mirror n)) (hq : q ⬝ᵥ n = 0) :
    dynMatrix X Φ q *ᵥ cvec n =
      (cvec n ⬝ᵥ (dynMatrix X Φ q *ᵥ cvec n)) • cvec n := by
  have hnn : cvec n ⬝ᵥ cvec n = 1 := by
    have h0 := congrArg (fun r : ℝ => (r : ℂ)) hn
    simpa [cvec, dotProduct] using h0
  have h2 := congrArg (fun M => M *ᵥ cvec n) (dynMatrix_comm_mirror hn h hq)
  simp only [← Matrix.mulVec_mulVec, mirror_mulVec, hnn] at h2
  -- the mirror reverses its normal
  have e : cvec n - ((2 : ℂ) * 1) • cvec n = -cvec n := by module
  rw [e, Matrix.mulVec_neg] at h2
  linear_combination (norm := module) (-(1 / 2 : ℂ)) • h2
```

For an in-plane $v$, the same relation is projected onto $n$ in `h3`.

```lean
/-- If the mirror with unit normal `n` is a symmetry of the force constants, then for a wave vector
in the mirror plane the dynamical matrix sends polarisations orthogonal to the normal to
polarisations orthogonal to the normal. -/
theorem inplane_polarisation {X : Finset (ι → ℝ)} {Φ : (ι → ℝ) → Matrix ι ι ℝ}
    {n q : ι → ℝ} (hn : n ⬝ᵥ n = 1) (h : IsSymmetry X Φ (mirror n)) (hq : q ⬝ᵥ n = 0)
    {v : ι → ℂ} (hv : cvec n ⬝ᵥ v = 0) :
    cvec n ⬝ᵥ (dynMatrix X Φ q *ᵥ v) = 0 := by
  have hnn : cvec n ⬝ᵥ cvec n = 1 := by
    have h0 := congrArg (fun r : ℝ => (r : ℂ)) hn
    simpa [cvec, dotProduct] using h0
  have h2 := congrArg (fun M => M *ᵥ v) (dynMatrix_comm_mirror hn h hq)
  simp only [← Matrix.mulVec_mulVec, mirror_mulVec, hv, mul_zero, zero_smul, sub_zero] at h2
  -- compare the components along the normal
  have h3 := congrArg (fun u => cvec n ⬝ᵥ u) h2
  simp only [dotProduct_sub, dotProduct_smul, hnn, smul_eq_mul] at h3
  linear_combination (1 / 2 : ℂ) * h3
```

## Radial blocks on the square lattice

The symmetry hypotheses are met by a concrete family, with a part proportional to the identity and a part along the bond.

```lean
/-- Force-constant blocks `f(|x|²) 1 + g(|x|²) x xᵀ` built from two radial functions. -/
def radialBlocks (f g : ℝ → ℝ) (x : ι → ℝ) : Matrix ι ι ℝ :=
  f (x ⬝ᵥ x) • (1 : Matrix ι ι ℝ) + g (x ⬝ᵥ x) • vecMulVec x x

/-- The origin and the four nearest neighbours in the square lattice. -/
def squareStar : Finset (Fin 2 → ℝ) :=
  {![0, 0], ![1, 0], ![-1, 0], ![0, 1], ![0, -1]}
```

The functions $f$ and $g$ are arbitrary. The proof checks point by point that $M$ maps the star into itself. Covariance of the blocks follows because $M$ preserves lengths and turns $xx^T$ into $(Mx)(Mx)^T$.

```lean
/-- On the square-lattice star, radial blocks have the mirror with unit normal along the
first axis as a symmetry. -/
theorem mirror_symmetry_witness (f g : ℝ → ℝ) :
    (![1, 0] : Fin 2 → ℝ) ⬝ᵥ ![1, 0] = 1 ∧
      IsSymmetry squareStar (radialBlocks f g) (mirror ![1, 0]) := by
  have hn : (![1, 0] : Fin 2 → ℝ) ⬝ᵥ ![1, 0] = 1 := by
    simp [dotProduct, Fin.sum_univ_two]
  have hm : ∀ a b : ℝ, mirror ![1, 0] *ᵥ ![a, b] = ![-a, b] := fun a b => by
    rw [mirror_mulVec]
    ext i
    fin_cases i
    · simp [dotProduct, Fin.sum_univ_two]
      ring
    · simp [dotProduct, Fin.sum_univ_two]
  have ho := mirror_orthogonal _ hn
  refine ⟨hn, ⟨fun x hx => ?_, fun x _ => ?_⟩⟩
  · simp only [squareStar, Finset.mem_insert, Finset.mem_singleton] at hx ⊢
    rcases hx with rfl | rfl | rfl | rfl | rfl <;> rw [hm] <;> simp
  · -- lengths are preserved, and the dyad of x becomes the dyad of S x
    have hd : (mirror ![1, 0] *ᵥ x) ⬝ᵥ (mirror ![1, 0] *ᵥ x) = x ⬝ᵥ x := by
      rw [Matrix.dotProduct_mulVec, ← Matrix.mulVec_transpose, Matrix.mulVec_mulVec, ho,
        Matrix.one_mulVec]
    simp only [radialBlocks, hd, mul_add, add_mul, Matrix.mul_smul, Matrix.smul_mul, mul_one,
      mul_eq_one_comm.mp ho, Matrix.mul_vecMulVec, Matrix.vecMulVec_mul,
      Matrix.vecMul_transpose]

end

end LatticeModeSymmetry
```

```lean
#print axioms LatticeModeSymmetry.mode_transport
-- 'LatticeModeSymmetry.mode_transport' depends on axioms: [propext, Classical.choice, Quot.sound]
#print axioms LatticeModeSymmetry.normal_polarisation
-- 'LatticeModeSymmetry.normal_polarisation' depends on axioms: [propext, Classical.choice, Quot.sound]
#print axioms LatticeModeSymmetry.inplane_polarisation
-- 'LatticeModeSymmetry.inplane_polarisation' depends on axioms: [propext, Classical.choice, Quot.sound]
```
